# Russo's formula for increasing events on finitely many independently occupied sites

Let finitely many sites be occupied independently, each with probability p, and let A be an event that adding occupied sites never destroys, such as the existence of an occupied path across a sample. Then

dP(A)/dp = ∑ᵢ P(i is pivotal for A),

where site i is pivotal if changing its occupation, with all other sites held fixed, changes whether A occurs.

In a Monte Carlo study of a finite sample with independent sites, the slope of a spanning probability can therefore be estimated at a single p by counting pivotal sites. The same estimate applies to a model of an alloy in which the atoms of one species occupy the sites independently with one common p. Short-range order violates this assumption, and the formula is then not guaranteed.

## Sites, configurations and events

```lean
import Mathlib

open Finset

namespace SitePercolation

noncomputable section

variable {V : Type*} [Fintype V] [DecidableEq V]
```

`V` is the finite set of sites. It carries no lattice geometry: neighbours and paths enter only through the choice of event.

```lean
/-- The weight of the configuration with occupied set `ω`: a factor `p` for each occupied site
and `1 - p` for each vacant site. -/
def weight (p : ℝ) (ω : Finset V) : ℝ := ∏ i, if i ∈ ω then p else 1 - p
```

A configuration is recorded as its set ω of occupied sites, of type `Finset V`, where many textbooks use a list of zeros and ones. Its weight is

w(ω) = ∏ᵢ (p if i ∈ ω, otherwise 1 − p).

This product encodes independence and the common occupation probability. The type of `p` is `ℝ`, with no bounds, because the weight is a polynomial in p. It can be read as a probability when 0 ≤ p ≤ 1.

```lean
/-- The probability of the event `A`, the sum of the weights of its configurations. -/
def prob (p : ℝ) (A : Finset (Finset V)) : ℝ := ∑ ω ∈ A, weight p ω
```

An event is a set of configurations, hence the type `Finset (Finset V)`. Its probability is the finite sum

P(A) = ∑[ω ∈ A] w(ω).

```lean
/-- An event is increasing if it is preserved by adding occupied sites. -/
def Increasing (A : Finset (Finset V)) : Prop :=
  ∀ ⦃ω η : Finset V⦄, ω ∈ A → ω ⊆ η → η ∈ A
```

In words: if ω belongs to A and η contains every site of ω, then η belongs to A. Spanning by occupied sites has this property, since an extra occupied site cannot break a path.

```lean
/-- The event that site `i` is pivotal for `A`: whether `A` occurs differs between `i` occupied
and `i` vacant, all other sites being kept as they are. -/
def pivotal (A : Finset (Finset V)) (i : V) : Finset (Finset V) :=
  univ.filter fun ω => ¬ (insert i ω ∈ A ↔ ω.erase i ∈ A)
```

`insert i ω` is ω with site i occupied, and `ω.erase i` is ω with site i vacant. The filter keeps the configurations for which these two give different answers to whether A occurs. Both sets ignore the present state of i, so being pivotal depends only on the other sites.

```lean
/-- The weight of a configuration with the factor of site `i` left out. -/
def restWeight (p : ℝ) (i : V) (ω : Finset V) : ℝ :=
  ∏ j ∈ univ.erase i, if j ∈ ω then p else 1 - p
```

This is the weight of the configuration on all sites except i. Write it rᵢ(ω), so that w(ω) is p rᵢ(ω) if i is occupied and (1 − p) rᵢ(ω) if it is vacant.

## Normalisation and sign

```lean
/-- The weights of all configurations sum to one. -/
theorem prob_univ (p : ℝ) : prob p (univ : Finset (Finset V)) = 1 := by
  -- expand the product of `p + (1 - p)` over all sites
  have h := Finset.prod_add (fun _ : V => p) (fun _ => 1 - p) univ
  simp only [add_sub_cancel, Finset.prod_const_one, Finset.powerset_univ] at h
  refine Eq.trans (sum_congr rfl fun ω _ => ?_) h.symm
  have h1 : univ.filter (fun i => i ∈ ω) = ω := by ext; simp
  have h2 : univ.filter (fun i => i ∉ ω) = univ \ ω := by ext; simp
  rw [weight, Finset.prod_ite, h1, h2]
```

A theorem in Lean lists its variables and hypotheses in brackets after its name, then its conclusion after a colon, and its proof after `:=`. By hand, expand

1 = ∏ᵢ (p + (1 − p)).

Choosing p or 1 − p in each factor amounts to choosing the occupied set, so the expansion is the sum of all weights. `Finset.prod_add` performs the expansion, and the remaining lines identify its terms with `weight`.

```lean
/-- For `0 ≤ p ≤ 1` the probability of every event is nonnegative. -/
theorem prob_nonneg {p : ℝ} (h0 : 0 ≤ p) (h1 : p ≤ 1) (A : Finset (Finset V)) :
    0 ≤ prob p A := by
  refine sum_nonneg fun ω _ => prod_nonneg fun i _ => ?_
  split_ifs <;> linarith
```

For 0 ≤ p ≤ 1 every factor is nonnegative, hence so is every weight and every sum of weights. `split_ifs` separates occupied from vacant sites, and `linarith` settles the two inequalities.

## Pairing configurations that differ at one site

```lean
/-- The weight left after removing site `i` does not depend on the occupation of `i`. -/
lemma restWeight_insert (p : ℝ) (i : V) (ω : Finset V) :
    restWeight p i (insert i ω) = restWeight p i ω := by
  refine prod_congr rfl fun j hj => ?_
  have hji : j ≠ i := ne_of_mem_erase hj
  simp [hji]
```

Occupying i leaves rᵢ unchanged, because its product runs over j ≠ i only.

```lean
/-- A sum over an event, arranged in pairs of configurations that differ only at site `i`. -/
lemma sum_event_split (i : V) (A : Finset (Finset V)) (F : Finset V → ℝ) :
    ∑ ω ∈ A, F ω = ∑ ω ∈ (univ.erase i).powerset,
      ((if ω ∈ A then F ω else 0) + (if insert i ω ∈ A then F (insert i ω) else 0)) := by
  have h := Finset.sum_powerset_insert (Finset.notMem_erase i univ)
    (fun ω => if ω ∈ A then F ω else 0)
  rw [Finset.insert_erase (mem_univ i), Finset.powerset_univ] at h
  rw [sum_add_distrib, ← h]
  simp [Finset.sum_ite_mem]
```

Let a(ω) be 1 if ω ∈ A and 0 otherwise. For any function F of configurations,

∑[ω ∈ A] F(ω) = ∑[ω ∌ i] ( a(ω) F(ω) + a(ω ∪ {i}) F(ω ∪ {i}) ).

Each configuration with i vacant is paired with its partner in which i is occupied. The range `(univ.erase i).powerset` consists of all subsets of the sites other than i.

The device behind this is the Mathlib lemma `Finset.sum_powerset_insert`. For an element x outside a finite set s, it says

∑[t ⊆ s ∪ {x}] f(t) = ∑[t ⊆ s] f(t) + ∑[t ⊆ s] f(t ∪ {x}).

Here s is the set of all sites except i, and x is i. The lemma requires a proof that x is not in s, which `Finset.notMem_erase` supplies. It also sums over all subsets, whereas an event may contain one member of a pair and not the other. The proof therefore puts the membership test inside the summand, taking f(ω) = a(ω) F(ω). Every pair is then complete, and configurations outside A contribute zero.

```lean
/-- The probability of an event as a sum over the configurations of the sites other than `i`, each
term being averaged over the occupation of `i`. -/
lemma prob_split (p : ℝ) (i : V) (A : Finset (Finset V)) :
    prob p A = ∑ ω ∈ (univ.erase i).powerset, restWeight p i ω *
      (p * (if insert i ω ∈ A then 1 else 0) + (1 - p) * (if ω ∈ A then 1 else 0)) := by
  have hw : ∀ ω : Finset V,
      weight p ω = (if i ∈ ω then p else 1 - p) * restWeight p i ω :=
    fun ω => (Finset.mul_prod_erase univ _ (mem_univ i)).symm
  rw [prob, sum_event_split i]
  refine sum_congr rfl fun ω hω => ?_
  have hi : i ∉ ω := fun h => notMem_erase i univ (mem_powerset.mp hω h)
  rw [hw ω, hw (insert i ω), restWeight_insert, if_neg hi, if_pos (mem_insert_self i ω)]
  split_ifs <;> ring
```

With F = w, the pairing becomes

P(A) = ∑[ω ∌ i] rᵢ(ω) · ( p a(ω ∪ {i}) + (1 − p) a(ω) ).

This first fixes the other sites and then averages over site i. In the proof, `hw` separates the factor of site i from the weight, and `ring` does the algebra in each case.

If an event ignores the state of i, then a(ω ∪ {i}) = a(ω), and the bracket reduces to a(ω) because p + (1 − p) = 1.

## The derivative for any event

```lean
/-- The derivative of a configuration's weight in `p`: each site contributes the weight of the
other sites, with sign plus if it is occupied and minus if it is vacant. -/
theorem hasDerivAt_weight (p : ℝ) (ω : Finset V) :
    HasDerivAt (fun q => weight q ω)
      (∑ i, (if i ∈ ω then 1 else -1) * restWeight p i ω) p := by
  have hf : ∀ i ∈ (univ : Finset V), HasDerivAt (fun q : ℝ => if i ∈ ω then q else 1 - q)
      (if i ∈ ω then (1 : ℝ) else -1) p := by
    intro i _
    by_cases hi : i ∈ ω
    · simpa only [hi, if_true] using hasDerivAt_id' p
    · simpa only [hi, if_false] using (hasDerivAt_id' p).const_sub 1
  exact (HasDerivAt.fun_finsetProd hf).congr_deriv
    (sum_congr rfl fun i _ => mul_comm _ _)
```

`HasDerivAt f f' p` says that f is differentiable at p with derivative f'. The factor of an occupied site has derivative +1 and that of a vacant site −1, so the product rule gives

dw(ω)/dp = ∑ᵢ sᵢ(ω) rᵢ(ω), with sᵢ = +1 if i ∈ ω and sᵢ = −1 otherwise.

`hf` contains the derivatives of the single factors, and `HasDerivAt.fun_finsetProd` is the product rule for finitely many factors.

```lean
/-- For any event, `dP(A)/dp` is the sum over sites of the probability that `A` occurs once the
site is made occupied, minus the probability that `A` occurs once it is made vacant. -/
theorem hasDerivAt_prob (A : Finset (Finset V)) (p : ℝ) :
    HasDerivAt (fun q => prob q A)
      (∑ i, (prob p (univ.filter fun ω => insert i ω ∈ A)
        - prob p (univ.filter fun ω => ω.erase i ∈ A))) p := by
  refine (HasDerivAt.fun_sum fun ω (_ : ω ∈ A) => hasDerivAt_weight p ω).congr_deriv ?_
  rw [Finset.sum_comm]
  refine sum_congr rfl fun i _ => ?_
  -- compare the two sides on each pair of configurations differing at `i`
  rw [sum_event_split i, prob_split p i, prob_split p i, ← Finset.sum_sub_distrib]
  refine sum_congr rfl fun ω hω => ?_
  have hi : i ∉ ω := fun h => notMem_erase i univ (mem_powerset.mp hω h)
  simp only [mem_filter, mem_univ, true_and, insert_idem, erase_insert hi,
    erase_eq_of_notMem hi, restWeight_insert, if_neg hi, if_pos (mem_insert_self i ω)]
  split_ifs <;> ring
```

This theorem needs no monotonicity. It states

dP(A)/dp = ∑ᵢ [ P(A occurs once i is made occupied) − P(A occurs once i is made vacant) ].

By hand, sum the previous result over ω ∈ A and exchange the two sums, which is `Finset.sum_comm`. For fixed i, the pairing gives

∑[ω ∈ A] sᵢ(ω) rᵢ(ω) = ∑[ω ∌ i] rᵢ(ω) · ( a(ω ∪ {i}) − a(ω) ).

The two events on the right of the theorem ignore the state of i. By the reduction noted after `prob_split`, their probabilities are ∑[ω ∌ i] rᵢ(ω) a(ω ∪ {i}) and ∑[ω ∌ i] rᵢ(ω) a(ω). Their difference is the same expression. Lean makes this comparison one pair at a time, with `hi` recording that i is vacant in ω.

## From differences to pivotal sites

```lean
/-- **Russo's formula.** For an increasing event, the derivative of its probability in `p` is the
sum over sites of the probability that the site is pivotal. -/
theorem russo_formula {A : Finset (Finset V)} (hA : Increasing A) (p : ℝ) :
    HasDerivAt (fun q => prob q A) (∑ i, prob p (pivotal A i)) p := by
  refine (hasDerivAt_prob A p).congr_deriv (sum_congr rfl fun i _ => ?_)
  rw [prob_split p i, prob_split p i, prob_split p i, ← Finset.sum_sub_distrib]
  refine sum_congr rfl fun ω hω => ?_
  have hi : i ∉ ω := fun h => notMem_erase i univ (mem_powerset.mp hω h)
  -- monotonicity excludes the case where occupying `i` destroys the event
  by_cases h1 : ω ∈ A
  · have h2 : insert i ω ∈ A := hA h1 (subset_insert i ω)
    simp [pivotal, hi, h1, h2]
  · by_cases h2 : insert i ω ∈ A <;> simp [pivotal, hi, h1, h2]
```

The hypothesis `hA` says that A is increasing, and the conclusion is Russo's formula at every real p. All sites share the same p and their number is finite; the theorem makes no statement about an infinite lattice or a percolation threshold.

By hand, fix i and a configuration ω with i vacant, and inspect a(ω ∪ {i}) − a(ω):

- If ω ∈ A, then ω ∪ {i} ∈ A because A is increasing. The difference is 0 and i is not pivotal.
- If ω ∉ A and ω ∪ {i} ∈ A, the difference is 1 and i is pivotal.
- If neither belongs to A, the difference is 0 and i is not pivotal.

The difference is thus 1 exactly when i is pivotal, and 0 otherwise. Multiplying by rᵢ(ω) and summing over ω ∌ i gives P(i is pivotal for A), since being pivotal ignores the state of i. A sum over i completes the argument. The two uses of `by_cases` are this case distinction, and `h2` in the first branch is where monotonicity enters.

## Two consequences for increasing events

```lean
/-- For `0 ≤ p ≤ 1` the probability of an increasing event is nondecreasing in `p`. -/
theorem prob_monotoneOn {A : Finset (Finset V)} (hA : Increasing A) :
    MonotoneOn (fun q => prob q A) (Set.Icc 0 1) := by
  apply monotoneOn_of_deriv_nonneg (convex_Icc 0 1)
  · exact fun q _ => (russo_formula hA q).continuousAt.continuousWithinAt
  · exact fun q _ => (russo_formula hA q).differentiableAt.differentiableWithinAt
  · intro q hq
    rw [interior_Icc] at hq
    rw [(russo_formula hA q).deriv]
    exact sum_nonneg fun i _ => prob_nonneg hq.1.le hq.2.le _
```

`Set.Icc 0 1` is the closed interval [0, 1]. Inside it the derivative is a sum of probabilities, hence nonnegative. Since P(A) is continuous on the whole interval, it is nondecreasing there. The three bullets in the proof supply continuity, differentiability and the sign of the derivative.

```lean
/-- For an increasing event, `p dP(A)/dp` is the sum over sites of the probability that `A` occurs
and the site is pivotal. -/
theorem mul_deriv_prob {A : Finset (Finset V)} (hA : Increasing A) (p : ℝ) :
    p * deriv (fun q => prob q A) p = ∑ i, prob p (A ∩ pivotal A i) := by
  rw [(russo_formula hA p).deriv, mul_sum]
  refine sum_congr rfl fun i _ => ?_
  rw [prob_split p i, prob_split p i, mul_sum]
  refine sum_congr rfl fun ω hω => ?_
  have hi : i ∉ ω := fun h => notMem_erase i univ (mem_powerset.mp hω h)
  by_cases h1 : ω ∈ A
  · have h2 : insert i ω ∈ A := hA h1 (subset_insert i ω)
    simp [pivotal, hi, h1, h2]
  · by_cases h2 : insert i ω ∈ A <;> simp [pivotal, hi, h1, h2, mul_comm]
```

Here `deriv` denotes the value of the derivative, and `A ∩ pivotal A i` is the event that A occurs and i is pivotal. If i is pivotal for an increasing event, A occurs exactly when i is occupied. The state of i is independent of whether i is pivotal, so

P(A occurs and i is pivotal) = p P(i is pivotal).

Summing over i and using Russo's formula gives the theorem. The Lean proof checks the equality on each pair, with the same cases as before.

Take three sites as an example, and let A require site 1 together with at least one of sites 2 and 3: a bottleneck followed by two parallel routes. Then

P(A) = p (1 − (1 − p)²) = 2p² − p³,

dP(A)/dp = 4p − 3p².

Site 1 is pivotal when site 2 or site 3 is occupied, with probability 2p − p². Site 2 is pivotal when site 1 is occupied and site 3 is vacant, with probability p(1 − p), and site 3 likewise. The sum is

(2p − p²) + 2p(1 − p) = 4p − 3p².

At p = 1/2 the pivotal probabilities are 3/4, 1/4 and 1/4, and the slope is 5/4. The probabilities that A occurs and the site is pivotal are 3/8, 1/8 and 1/8. They add up to 5/8, which is p times the slope.

## A decreasing event with the opposite sign

```lean
/-- For a single site and the event that it is vacant, the derivative of the probability is `-1`,
while the sum of the pivotal probabilities is `1`. -/
theorem vacant_site_counterexample (p : ℝ) :
    HasDerivAt (fun q => prob q ({∅} : Finset (Finset Unit))) (-1) p ∧
      ∑ i, prob p (pivotal ({∅} : Finset (Finset Unit)) i) = 1 := by
  constructor
  · have h : (fun q => prob q ({∅} : Finset (Finset Unit))) = fun q => 1 - q := by
      ext q
      simp [prob, weight]
    rw [h]
    exact (hasDerivAt_id' p).const_sub 1
  · have h : ∀ i, pivotal ({∅} : Finset (Finset Unit)) i = univ := by decide
    simp [h, prob_univ]

end

end SitePercolation
```

`Unit` is a type with one element, so there is a single site. The event `{∅}` contains only the empty configuration: the site is vacant. Its probability is 1 − p, with derivative −1. Changing the site always changes whether the event occurs, so the site is pivotal in both configurations and the pivotal sum is 1. Russo's formula therefore does not hold for arbitrary events. The general derivative formula `hasDerivAt_prob` still applies and gives 0 − 1 = −1.

In the Lean proof, `decide` establishes by finite enumeration that the site is pivotal in every configuration, and `prob_univ` then gives the value 1.

```lean
#print axioms SitePercolation.russo_formula
#print axioms SitePercolation.prob_monotoneOn
#print axioms SitePercolation.mul_deriv_prob
#print axioms SitePercolation.vacant_site_counterexample
```

```
'SitePercolation.russo_formula' depends on axioms: [propext, Classical.choice, Quot.sound]
'SitePercolation.prob_monotoneOn' depends on axioms: [propext, Classical.choice, Quot.sound]
'SitePercolation.mul_deriv_prob' depends on axioms: [propext, Classical.choice, Quot.sound]
'SitePercolation.vacant_site_counterexample' depends on axioms: [propext, Classical.choice, Quot.sound]
```
